# The Rayleigh quotient falls along $-S^{-1}r$ for any nonzero residual $r$, in every basis

An iterative eigensolver for a PAW Hamiltonian $H$ with overlap operator $S$ holds a trial state $\psi$, computes its energy $e$ and its residual $r = H\psi - eS\psi$, and then corrects $\psi$. One possible correction solves $Sg = r$ and replaces $\psi$ by $\psi - \tau g$, with a step length $\tau > 0$. For one real state in a finite basis, a fixed symmetric $H$ and a positive definite $S$, the theorems below show that the energy initially falls along $-g$ whenever $r \neq 0$, and that the step gives the same state in any two bases related by an invertible matrix.

The hypotheses are taken in turn, each with its physical meaning, its use and the effect of removing it. The small matrix examples are worked by hand and are not theorems of the file.

## Real coefficients, finite basis, fixed operators

A state is a real coefficient vector, `ψ : n → ℝ`, over a finite index type `n`, and the operators are real square matrices. This fits real orbitals on a grid or in a finite basis. Complex Hermitian matrices at a general k-point are not covered, nor is the dependence of $H$ on the density during self-consistency, nor are several bands with orthogonality constraints.

```lean
import Mathlib

open Matrix

namespace PawOverlapGradient

noncomputable section

variable {n : Type*} [Fintype n]
```

Write $\langle x,y\rangle = x^{T}y$, which is `x ⬝ᵥ y` in Lean; `A *ᵥ x` is the matrix $A$ applied to $x$. The energy is the generalized Rayleigh quotient

$$e(\psi) = \frac{\langle\psi,H\psi\rangle}{\langle\psi,S\psi\rangle}.$$

```lean
/-- The generalized Rayleigh quotient `⟨ψ, H ψ⟩ / ⟨ψ, S ψ⟩` of a Hamiltonian `H` with
overlap operator `S`. -/
def rayleigh (H S : Matrix n n ℝ) (ψ : n → ℝ) : ℝ :=
  (ψ ⬝ᵥ H *ᵥ ψ) / (ψ ⬝ᵥ S *ᵥ ψ)
```

The state need not be normalised, since the denominator takes care of its length. The residual measures the failure of $\psi$ to solve $H\psi = eS\psi$.

```lean
/-- The residual `(H - e S) ψ`, where `e` is the generalized Rayleigh quotient of `ψ`. -/
def eigResidual (H S : Matrix n n ℝ) (ψ : n → ℝ) : n → ℝ :=
  H *ᵥ ψ - rayleigh H S ψ • (S *ᵥ ψ)
```

## The overlap is positive definite

In PAW, $\langle\psi,S\psi\rangle$ stands for the squared norm of the all-electron state that belongs to the pseudo state $\psi$. Positive definiteness, `S.PosDef`, says that every nonzero pseudo state has a positive norm. It is assumed here and not derived from a PAW dataset; sufficiently negative augmentation terms can violate it.

The derivation uses the hypothesis to divide by $\langle\psi,S\psi\rangle$, to invert $S$, and to fix the sign of the slope. The first lemma extracts the symmetry of $S$ and the positivity of its quadratic form. For real matrices the conjugate transpose is the transpose, so the proof only translates Mathlib's definition.

```lean
/-- A positive definite real overlap matrix is symmetric and gives every nonzero state a
positive squared norm. -/
theorem overlap_symm_pos {S : Matrix n n ℝ} (hS : S.PosDef) :
    S.IsSymm ∧ ∀ x : n → ℝ, x ≠ 0 → 0 < x ⬝ᵥ S *ᵥ x := by
  constructor
  · have h := hS.isHermitian.eq
    rw [Matrix.conjTranspose_eq_transpose_of_trivial] at h
    exact h
  · intro x hx
    have h := hS.dotProduct_mulVec_pos hx
    rwa [star_trivial] at h
```

Without positivity, the step can go uphill. Take $S = \mathrm{diag}(1,-1)$, $H = \begin{pmatrix}0&1\\1&0\end{pmatrix}$ and $\psi = (1,0)$. Then $e = 0$, $r = (0,1)$ and $-S^{-1}r = (0,1)$. Along this direction the quotient is $2t/(1-t^2)$, whose slope at $t=0$ is $+2$.

## The Hamiltonian is symmetric

`H.IsSymm` is the real form of Hermiticity. It is needed when a quadratic form is expanded along a line $\psi + td$. For a symmetric matrix $A$ the cross terms $\langle\psi,Ad\rangle$ and $\langle d,A\psi\rangle$ are equal, so

$$\langle\psi+td,\,A(\psi+td)\rangle = \langle\psi,A\psi\rangle + 2t\langle d,A\psi\rangle + t^2\langle d,Ad\rangle.$$

In the proof, `hc` is the equality of the cross terms, and the rest is expansion. The lemma serves for both $H$ and $S$.

```lean
/-- Along a straight line `ψ + t d` the quadratic form `⟨x, A x⟩` of a symmetric matrix `A` is a
quadratic polynomial in `t`. -/
theorem expectation_line {A : Matrix n n ℝ} (hA : A.IsSymm) (ψ d : n → ℝ) (t : ℝ) :
    (ψ + t • d) ⬝ᵥ A *ᵥ (ψ + t • d) =
      ψ ⬝ᵥ A *ᵥ ψ + t * (2 * (d ⬝ᵥ A *ᵥ ψ)) + t ^ 2 * (d ⬝ᵥ A *ᵥ d) := by
  -- symmetry makes the two cross terms equal
  have hc : ψ ⬝ᵥ A *ᵥ d = d ⬝ᵥ A *ᵥ ψ := by
    rw [Matrix.dotProduct_mulVec ψ A d, ← Matrix.mulVec_transpose, hA.eq, dotProduct_comm]
  simp only [Matrix.mulVec_add, Matrix.mulVec_smul, add_dotProduct, dotProduct_add,
    smul_dotProduct, dotProduct_smul, smul_eq_mul]
  rw [hc]
  ring
```

Without symmetry, the residual no longer gives the gradient. With $H = \begin{pmatrix}0&2\\0&0\end{pmatrix}$, $S = 1$ and $\psi = (1,0)$, the residual is zero, yet the quotient along $d = (0,1)$ is $2t/(1+t^2)$, with slope 2.

## The state is nonzero

The zero vector represents no state, and its energy would be $0/0$. For $\psi \neq 0$ the denominator is positive, and the quotient rule applies. At $t = 0$ the numerator has value $\langle\psi,H\psi\rangle$ and slope $2\langle d,H\psi\rangle$; the denominator has value $\langle\psi,S\psi\rangle$ and slope $2\langle d,S\psi\rangle$. Therefore

$$\left.\frac{d}{dt}e(\psi+td)\right|_{0}
= \frac{2\langle d,H\psi\rangle\langle\psi,S\psi\rangle - 2\langle\psi,H\psi\rangle\langle d,S\psi\rangle}{\langle\psi,S\psi\rangle^2}
= \frac{2\langle d,\,H\psi - eS\psi\rangle}{\langle\psi,S\psi\rangle}
= \frac{2\langle d,r\rangle}{\langle\psi,S\psi\rangle}.$$

For a state normalised to $\langle\psi,S\psi\rangle = 1$ the slope is $2\langle d,r\rangle$.

`HasDerivAt … 0` states that the function of $t$ is differentiable at 0 with the given derivative. In the proof, `hne` is the nonzero denominator, `hq` differentiates a quadratic polynomial at the origin, and `hr` applies the quotient rule to two of them. The final `field_simp` does the algebra of the last display.

```lean
/-- The derivative of the generalized Rayleigh quotient at `ψ` along `d` is
`2 ⟨d, r⟩ / ⟨ψ, S ψ⟩`, with `r` the residual. -/
theorem hasDerivAt_rayleigh {H S : Matrix n n ℝ} (hH : H.IsSymm) (hS : S.PosDef)
    {ψ : n → ℝ} (hψ : ψ ≠ 0) (d : n → ℝ) :
    HasDerivAt (fun t : ℝ => rayleigh H S (ψ + t • d))
      (2 * (d ⬝ᵥ eigResidual H S ψ) / (ψ ⬝ᵥ S *ᵥ ψ)) 0 := by
  obtain ⟨hsym, hpos⟩ := overlap_symm_pos hS
  have hne : ψ ⬝ᵥ S *ᵥ ψ ≠ 0 := (hpos ψ hψ).ne'
  -- derivative of a quadratic polynomial at the origin, then of a ratio of two
  have hq : ∀ a b c : ℝ, HasDerivAt (fun t : ℝ => a + t * b + t ^ 2 * c) b 0 := by
    intro a b c
    have h := (((hasDerivAt_id' (0 : ℝ)).mul_const b).const_add a).fun_add
      (((hasDerivAt_id' (0 : ℝ)).fun_pow 2).mul_const c)
    exact h.congr_deriv (by simp)
  have hr : ∀ a b c a' b' c' : ℝ, a' ≠ 0 →
      HasDerivAt (fun t : ℝ => (a + t * b + t ^ 2 * c) / (a' + t * b' + t ^ 2 * c'))
        ((b * a' - a * b') / a' ^ 2) 0 := by
    intro a b c a' b' c' h'
    have h := (hq a b c).fun_div (hq a' b' c') (by simpa using h')
    exact h.congr_deriv (by simp)
  simp only [rayleigh, expectation_line hH, expectation_line hsym]
  refine (hr _ _ _ _ _ _ hne).congr_deriv ?_
  simp only [eigResidual, rayleigh, dotProduct_sub, dotProduct_smul, smul_eq_mul]
  field_simp
```

## Positive definiteness again: solving for the correction

In this text, the correction $g = S^{-1}r$ is called the preconditioned residual.

```lean
variable [DecidableEq n]

/-- The preconditioned residual `S⁻¹ (H - e S) ψ`. -/
def precResidual (H S : Matrix n n ℝ) (ψ : n → ℝ) : n → ℝ :=
  S⁻¹ *ᵥ eigResidual H S ψ
```

A positive definite $S$ has a positive determinant and is therefore invertible, so $Sg = r$. The lemma records this equation, and the later proofs use it in place of the explicit inverse.

```lean
/-- Applying the overlap operator to the preconditioned residual gives back the residual. -/
theorem overlap_mulVec_precResidual {S : Matrix n n ℝ} (hS : S.PosDef)
    (H : Matrix n n ℝ) (ψ : n → ℝ) :
    S *ᵥ precResidual H S ψ = eigResidual H S ψ := by
  have hdet : IsUnit S.det := isUnit_iff_ne_zero.2 hS.det_pos.ne'
  rw [precResidual, Matrix.mulVec_mulVec, Matrix.mul_nonsing_inv _ hdet, Matrix.one_mulVec]
```

## The residual is nonzero

The condition $r \neq 0$ says that $\psi$ is not yet a solution of the generalized eigenvalue problem. Put $d = -g$ in the derivative formula:

$$\left.\frac{d}{dt}e(\psi-tg)\right|_{0} = -\frac{2\langle g,r\rangle}{\langle\psi,S\psi\rangle} = -\frac{2\langle g,Sg\rangle}{\langle\psi,S\psi\rangle}.$$

If $g$ were zero, $r = Sg$ would be zero too. Hence $g \neq 0$, the numerator $\langle g,Sg\rangle$ is positive, and the slope is strictly negative.

The theorem doesn't list $\psi \neq 0$, because the residual of the zero vector is zero; the proof obtains it as `hψ`. The step `hg0` is the argument for $g \neq 0$, and `hg` becomes $\langle g,r\rangle > 0$ after the rewrite with $Sg = r$.

```lean
/-- If the residual is nonzero, the generalized Rayleigh quotient has a strictly negative
derivative along minus the preconditioned residual. -/
theorem deriv_rayleigh_neg {H S : Matrix n n ℝ} (hH : H.IsSymm) (hS : S.PosDef)
    {ψ : n → ℝ} (hr : eigResidual H S ψ ≠ 0) :
    deriv (fun t : ℝ => rayleigh H S (ψ + t • (-precResidual H S ψ))) 0 < 0 := by
  have hpos := (overlap_symm_pos hS).2
  have hψ : ψ ≠ 0 := by
    intro h
    apply hr
    simp [eigResidual, h]
  have hg0 : precResidual H S ψ ≠ 0 := by
    intro h0
    apply hr
    rw [← overlap_mulVec_precResidual hS H ψ, h0, Matrix.mulVec_zero]
  -- the slope is governed by the squared S-norm of the preconditioned residual
  have hg := hpos _ hg0
  rw [overlap_mulVec_precResidual hS] at hg
  rw [(hasDerivAt_rayleigh hH hS hψ _).deriv]
  refine div_neg_of_neg_of_pos ?_ (hpos ψ hψ)
  rw [neg_dotProduct]
  linarith
```

For a nonzero state with $r = 0$, the slope vanishes in every direction, and no first-order descent is possible. This happens at excited eigenstates as well as at the lowest one. The theorem concerns the initial slope only: it gives no step length and no convergence to the ground state.

## The competing direction has bounded $S$-length

To compare slopes one has to fix the length of the directions, since doubling $d$ doubles its slope. The hypothesis `hd` demands $\langle d,Sd\rangle \le \langle g,Sg\rangle$, so length is measured by the norm that the overlap defines. Positivity of $S$ and this bound give

$$0 \le \langle g+d,S(g+d)\rangle = \langle g,Sg\rangle + 2\langle d,Sg\rangle + \langle d,Sd\rangle \le 2\langle g,r\rangle + 2\langle d,r\rangle.$$

Thus $\langle d,r\rangle \ge -\langle g,r\rangle$. Multiplication by $2/\langle\psi,S\psi\rangle$ shows that the slope along $d$ is at least the slope along $-g$.

The proof follows the same line. It writes $g+d$ as `precResidual H S ψ + (1 : ℝ) • d`, so that the expansion along a line can be used at $t=1$. The two derivatives are then replaced by their formulas, and `linarith` compares the numerators.

```lean
/-- Among all directions whose `S`-norm does not exceed that of the preconditioned residual,
minus the preconditioned residual gives the lowest slope of the Rayleigh quotient. -/
theorem precResidual_steepest {H S : Matrix n n ℝ} (hH : H.IsSymm) (hS : S.PosDef)
    {ψ : n → ℝ} (hψ : ψ ≠ 0) (d : n → ℝ)
    (hd : d ⬝ᵥ S *ᵥ d ≤ precResidual H S ψ ⬝ᵥ S *ᵥ precResidual H S ψ) :
    deriv (fun t : ℝ => rayleigh H S (ψ + t • (-precResidual H S ψ))) 0 ≤
      deriv (fun t : ℝ => rayleigh H S (ψ + t • d)) 0 := by
  obtain ⟨hsym, hpos⟩ := overlap_symm_pos hS
  -- the sum of the two directions has nonnegative squared S-norm
  have h : 0 ≤ (precResidual H S ψ + (1 : ℝ) • d) ⬝ᵥ
      S *ᵥ (precResidual H S ψ + (1 : ℝ) • d) := by
    rcases eq_or_ne (precResidual H S ψ + (1 : ℝ) • d) 0 with h0 | h0
    · rw [h0]
      simp
    · exact (hpos _ h0).le
  rw [expectation_line hsym, overlap_mulVec_precResidual hS] at h
  rw [overlap_mulVec_precResidual hS] at hd
  rw [(hasDerivAt_rayleigh hH hS hψ _).deriv, (hasDerivAt_rayleigh hH hS hψ d).deriv]
  refine div_le_div_of_nonneg_right ?_ (hpos ψ hψ).le
  rw [neg_dotProduct]
  linarith
```

Without the bound, $d = -2g$ has a lower slope whenever $r \neq 0$. With the ordinary Euclidean length in place of the $S$-length, the steepest direction would be $-r$.

## The change of basis is invertible

Let $\psi = B\varphi$, where $B$ is a square matrix and $\varphi$ holds the new coefficients. The operators become $B^{T}HB$ and $B^{T}SB$. For any matrix $A$,

$$\langle\varphi,B^{T}AB\varphi\rangle = \langle B\varphi,AB\varphi\rangle,$$

so numerator and denominator of the quotient are unchanged. This needs no inverse of $B$. In the proof, `h` is the displayed identity, applied once to $H$ and once to $S$.

```lean
omit [DecidableEq n] in
/-- The generalized Rayleigh quotient is unchanged when the state is written as `ψ = B φ` and
`H`, `S` are replaced by `Bᵀ H B`, `Bᵀ S B`. -/
theorem rayleigh_basis (H S B : Matrix n n ℝ) (φ : n → ℝ) :
    rayleigh (Bᵀ * H * B) (Bᵀ * S * B) φ = rayleigh H S (B *ᵥ φ) := by
  have h : ∀ A : Matrix n n ℝ,
      φ ⬝ᵥ (Bᵀ * A * B) *ᵥ φ = (B *ᵥ φ) ⬝ᵥ A *ᵥ (B *ᵥ φ) := by
    intro A
    rw [← Matrix.mulVec_mulVec, ← Matrix.mulVec_mulVec, Matrix.dotProduct_mulVec φ Bᵀ,
      Matrix.vecMul_transpose]
  rw [rayleigh, h, h, rayleigh]
```

With the same $e$ in both descriptions, the new residual is

$$B^{T}HB\varphi - e\,B^{T}SB\varphi = B^{T}(H\psi - eS\psi) = B^{T}r.$$

```lean
omit [DecidableEq n] in
/-- Under `ψ = B φ` the residual `r` is mapped to `Bᵀ r`. -/
theorem eigResidual_basis (H S B : Matrix n n ℝ) (φ : n → ℝ) :
    eigResidual (Bᵀ * H * B) (Bᵀ * S * B) φ = Bᵀ *ᵥ eigResidual H S (B *ᵥ φ) := by
  unfold eigResidual
  rw [rayleigh_basis]
  simp only [Matrix.mulVec_sub, Matrix.mulVec_smul, Matrix.mulVec_mulVec, Matrix.mul_assoc]
```

Invertibility enters with the preconditioned residual. It means that the new basis spans the same space and has no redundant functions. The vector $B^{-1}g$ solves the new overlap equation, because

$$(B^{T}SB)(B^{-1}g) = B^{T}Sg = B^{T}r.$$

The determinant of $B^{T}SB$ is $\det S\,(\det B)^2 \neq 0$, so the solution is unique, and the new preconditioned residual is $B^{-1}g$.

In Lean the hypothesis is `IsUnit B.det`, a nonzero determinant. The proof has the same two parts: `hdet` for the invertible overlap and `key` for the equation that $B^{-1}g$ solves.

```lean
/-- Under `ψ = B φ` with `B` invertible, the preconditioned residual `S⁻¹ r` is mapped to
`B⁻¹ S⁻¹ r`. -/
theorem precResidual_basis {S B : Matrix n n ℝ} (hS : S.PosDef) (hB : IsUnit B.det)
    (H : Matrix n n ℝ) (φ : n → ℝ) :
    precResidual (Bᵀ * H * B) (Bᵀ * S * B) φ = B⁻¹ *ᵥ precResidual H S (B *ᵥ φ) := by
  have hSd : IsUnit S.det := isUnit_iff_ne_zero.2 hS.det_pos.ne'
  have hdet : IsUnit (Bᵀ * S * B).det := by
    rw [Matrix.det_mul, Matrix.det_mul, Matrix.det_transpose]
    exact (hB.mul hSd).mul hB
  -- the claimed vector solves the transformed overlap equation
  have key : (Bᵀ * S * B) *ᵥ (B⁻¹ *ᵥ precResidual H S (B *ᵥ φ)) =
      eigResidual (Bᵀ * H * B) (Bᵀ * S * B) φ := by
    rw [eigResidual_basis, ← Matrix.mulVec_mulVec, Matrix.mulVec_mulVec _ B B⁻¹,
      Matrix.mul_nonsing_inv B hB, Matrix.one_mulVec, ← Matrix.mulVec_mulVec,
      overlap_mulVec_precResidual hS]
  change (Bᵀ * S * B)⁻¹ *ᵥ eigResidual (Bᵀ * H * B) (Bᵀ * S * B) φ = _
  rw [← key, Matrix.mulVec_mulVec _ (Bᵀ * S * B)⁻¹ (Bᵀ * S * B),
    Matrix.nonsing_inv_mul _ hdet, Matrix.one_mulVec]
```

A step in the new coefficients, mapped back to the state, is

$$B(\varphi - \tau B^{-1}g) = \psi - \tau g,$$

which is the step taken directly on $\psi$. The theorem holds for every real $\tau$.

```lean
/-- A step of minus `τ` times the preconditioned residual, taken in the coefficients `φ` and then
mapped by `B` equals the same step taken directly on `ψ = B φ`. -/
theorem preconditioned_step_basis {S B : Matrix n n ℝ} (hS : S.PosDef) (hB : IsUnit B.det)
    (H : Matrix n n ℝ) (φ : n → ℝ) (τ : ℝ) :
    B *ᵥ (φ - τ • precResidual (Bᵀ * H * B) (Bᵀ * S * B) φ) =
      B *ᵥ φ - τ • precResidual H S (B *ᵥ φ) := by
  rw [precResidual_basis hS hB, Matrix.mulVec_sub, Matrix.mulVec_smul,
    Matrix.mulVec_mulVec _ B B⁻¹, Matrix.mul_nonsing_inv B hB, Matrix.one_mulVec]

end

end PawOverlapGradient
```

With a singular $B$ the new overlap matrix is singular too, its equation no longer fixes the coefficients of the step, and the state can't leave the range of $B$. The plain residual has no such invariance under a general invertible $B$: a step along it in the new coefficients changes $\psi$ by $-\tau BB^{T}r$, which agrees with $-\tau r$ when $B$ is orthogonal but differs from it in general. If all basis functions are rescaled by a factor $b$, the same $\tau$ gives a step $b^2$ times as long.

```lean
#print axioms PawOverlapGradient.deriv_rayleigh_neg
-- 'PawOverlapGradient.deriv_rayleigh_neg' depends on axioms: [propext, Classical.choice, Quot.sound]
#print axioms PawOverlapGradient.precResidual_steepest
-- 'PawOverlapGradient.precResidual_steepest' depends on axioms: [propext, Classical.choice, Quot.sound]
#print axioms PawOverlapGradient.preconditioned_step_basis
-- 'PawOverlapGradient.preconditioned_step_basis' depends on axioms: [propext, Classical.choice, Quot.sound]
```

## The step inside an eigensolver

One iteration applies $H$ and $S$ to $\psi$, forms $e$ and $r$, solves $Sg = r$, updates $\psi \leftarrow \psi - \tau g$ and rescales to $\langle\psi,S\psi\rangle = 1$. The rescaling doesn't change $e$. The step length can come from minimising $e$ in the plane spanned by $\psi$ and $g$, which is a $2\times2$ generalized eigenvalue problem when $r \neq 0$.

In a PAW code, $S$ is commonly the identity plus a term built from the atomic projectors. The solve can then be reduced to a linear system of the size of the projector set, or done iteratively. Many plane-wave codes apply to $r$ a preconditioner that damps components of high kinetic energy. That is a different operator from $S^{-1}$, and the transformation law for $S^{-1}r$ doesn't carry over to it automatically.

The derivative formula also gives a direct check of an implementation: for a small $t$, the difference $[e(\psi+td)-e(\psi-td)]/(2t)$ should agree with $2\langle d,r\rangle/\langle\psi,S\psi\rangle$ for a random direction $d$. A mismatch can reveal a missing overlap term in the residual or an $H$ that is not symmetric.
